# Two identical nuclei with \(d\) spin states each have ortho weight \(d(d+1)/2\) and para weight \(d(d-1)/2\)

Q: Molecular hydrogen comes in two forms. Ortho-hydrogen has a symmetric nuclear spin function and para-hydrogen an antisymmetric one, with three spin states for the first and one for the second. Left alone, they convert into each other very slowly. You say that a file about matrices indexed by pairs of labels captures this. I see a swap matrix and some traces. Where are the molecules?

A: Only their nuclear spins are there. Each nucleus has \(d\) spin states, so a two-spin function is an array of amplitudes \(v_{ij}\), where \(i\) is the state of the first nucleus and \(j\) that of the second. Rotation, vibration and electrons are left out. What remains is enough to count the spin states of each kind and to say which spin operators connect the two kinds.

Q: Then do the counting by hand first, for general \(d\).

A: The exchange operator \(P\) swaps the labels, \((Pv)_{ij}=v_{ji}\). As a matrix it has the entry 1 in row \((i,j)\) and column \((j,i)\), and 0 elsewhere. Multiplying any matrix \(M\) by \(P\) from the left therefore swaps its row labels:
\[
(PM)_{(i,j),q}=M_{(j,i),q}.
\]
Doing it twice restores the rows, so \(P^2=1\). Now define
\[
\Pi_+=\tfrac12(1+P),\qquad \Pi_-=\tfrac12(1-P).
\]
From \(P^2=1\),
\[
\Pi_\pm^2=\tfrac14(1\pm 2P+P^2)=\Pi_\pm,\qquad
\Pi_+\Pi_-=\Pi_-\Pi_+=\tfrac14(1-P^2)=0,
\]
and \(\Pi_++\Pi_-=1\). On a spin function they give
\[
(\Pi_\pm v)_{ij}=\tfrac12(v_{ij}\pm v_{ji}),
\]
which equals \(v_{ij}\) for all \(i,j\) exactly when \(v_{ij}=\pm v_{ji}\). So \(\Pi_+\) belongs to the symmetric functions, called ortho, and \(\Pi_-\) to the antisymmetric ones, called para.

Q: And the number of states?

A: It follows from a more general trace. Let \(A\) act on the first spin and \(B\) on the second. The entry of \(A\otimes B\) in row \((a,b)\) and column \((a',b')\) is \(A_{aa'}B_{bb'}\). With the row labels swapped, the diagonal entry at \((x,y)\) is \(A_{yx}B_{xy}\), so
\[
\operatorname{tr}\bigl(P(A\otimes B)\bigr)=\sum_{x,y}A_{yx}B_{xy}=\sum_y (AB)_{yy}=\operatorname{tr}(AB).
\]
Without \(P\) the trace factorises into \(\operatorname{tr}A\,\operatorname{tr}B\). By linearity,
\[
\operatorname{tr}\bigl(\Pi_\pm(A\otimes B)\bigr)=\tfrac12\bigl(\operatorname{tr}A\,\operatorname{tr}B\pm\operatorname{tr}(AB)\bigr).
\]
Setting \(A=B=1\) gives \(\operatorname{tr}\Pi_\pm=\tfrac12(d^2\pm d)\). For protons \(d=2\), and the weights are 3 and 1.

Q: Good. Now show me that the file speaks of the same objects. What is its \(P\)?

A: The same matrix, over the complex numbers. The type `Fin d × Fin d` is the set of label pairs, with labels running from 0 to \(d-1\).

```lean
import Mathlib

open Matrix
open scoped Kronecker

namespace OrthoParaSpinWeights

noncomputable section

/-- The exchange operator of two identical nuclei with `d` spin states each:
it swaps the two spin labels. -/
def exchange (d : ℕ) : Matrix (Fin d × Fin d) (Fin d × Fin d) ℂ :=
  Matrix.of fun p q => if q = p.swap then 1 else 0
```

Here `p` is the row pair, `q` the column pair, and `p.swap` is `p` with its entries interchanged. The labels carry no magnetic quantum numbers; any orthonormal basis of one-spin states will do, provided that both nuclei use the same one.

Q: And "ortho" is just a name for \(\Pi_+\)?

A: Yes. The convention fixed here is that ortho means symmetric in the nuclear spins, which is also the sector of larger weight.

```lean
/-- The ortho projector `(1 + P) / 2`. -/
def ortho (d : ℕ) : Matrix (Fin d × Fin d) (Fin d × Fin d) ℂ :=
  (1 / 2 : ℂ) • (1 + exchange d)

/-- The para projector `(1 - P) / 2`. -/
def para (d : ℕ) : Matrix (Fin d × Fin d) (Fin d × Fin d) ℂ :=
  (1 / 2 : ℂ) • (1 - exchange d)
```

Q: A name proves nothing. How does the file get from the zeros and ones to the algebra you used?

A: Through two short lemmas. The first is the row-swapping rule: in the sum that defines the matrix product, only one term survives.

```lean
variable {d : ℕ}

/-- Multiplying by the exchange operator from the left swaps the row labels. -/
private lemma exchange_mul_apply (M : Matrix (Fin d × Fin d) (Fin d × Fin d) ℂ)
    (p q : Fin d × Fin d) : (exchange d * M) p q = M p.swap q := by
  simp [Matrix.mul_apply, exchange]
```

The second is \(P^2=1\). It applies the row rule once and then compares entries, separately for equal and for different label pairs.

```lean
/-- Exchanging the nuclei twice changes nothing. -/
private lemma exchange_sq : exchange d * exchange d = 1 := by
  ext p q
  rw [exchange_mul_apply]
  by_cases h : p = q
  · subst h
    simp [exchange]
  · simp [exchange, h, Ne.symm h]
```

The five relations between the projectors then come from one procedure. The products are multiplied out, \(P^2\) is replaced by 1, and `module` checks the linear identity that is left, just as in the lines with the factors of \(\tfrac14\).

```lean
/-- The ortho and para projectors are idempotent, annihilate each other in either order,
and add up to the identity. -/
theorem ortho_para_resolution :
    ortho d * ortho d = ortho d ∧ para d * para d = para d ∧
      ortho d * para d = 0 ∧ para d * ortho d = 0 ∧ ortho d + para d = 1 := by
  refine ⟨?_, ?_, ?_, ?_, ?_⟩
  -- expand each product and use that the exchange operator squares to one
  all_goals
    simp only [ortho, para, smul_mul_assoc, mul_smul_comm, add_mul, sub_mul, mul_add,
      mul_sub, one_mul, mul_one, exchange_sq]
    module
```

Q: Two complementary idempotents could still project onto the wrong things. What ties them to symmetric and antisymmetric spin functions?

A: The next two theorems. A two-spin function is a map `v : Fin d × Fin d → ℂ`, and `ortho d *ᵥ v` is the matrix acting on it. The first theorem says that `v` is unchanged by the ortho projector if and only if `v (i, j) = v (j, i)` for all labels. No normalisation is required, and the zero function counts as symmetric.

```lean
/-- A two-spin function is left unchanged by the ortho projector exactly when it is
symmetric under exchange of the spin labels. -/
theorem ortho_fixed_iff (v : Fin d × Fin d → ℂ) :
    ortho d *ᵥ v = v ↔ ∀ i j, v (i, j) = v (j, i) := by
  have e : ∀ p, (ortho d *ᵥ v) p = (v p + v p.swap) / 2 := by
    intro p
    have hP : (exchange d *ᵥ v) p = v p.swap := by
      simp [Matrix.mulVec, dotProduct, exchange]
    simp only [ortho, Matrix.smul_mulVec, Matrix.add_mulVec, Matrix.one_mulVec,
      Pi.smul_apply, Pi.add_apply, hP, smul_eq_mul]
    ring
  constructor
  · intro h i j
    have h1 := e (i, j)
    rw [h, Prod.swap_prod_mk] at h1
    linear_combination 2 * h1
  · intro h
    ext ⟨i, j⟩
    rw [e, Prod.swap_prod_mk]
    linear_combination (-1 / 2) * h i j
```

The auxiliary statement `e` is the formula \((\Pi_+v)_{ij}=\tfrac12(v_{ij}+v_{ji})\). In one direction the hypothesis turns its left side into \(v_{ij}\), and doubling the equation gives the symmetry. In the other direction the symmetry is put into the average. The antisymmetric case differs only in signs.

```lean
/-- A two-spin function is left unchanged by the para projector exactly when it is
antisymmetric under exchange of the spin labels. -/
theorem para_fixed_iff (v : Fin d × Fin d → ℂ) :
    para d *ᵥ v = v ↔ ∀ i j, v (i, j) = -v (j, i) := by
  have e : ∀ p, (para d *ᵥ v) p = (v p - v p.swap) / 2 := by
    intro p
    have hP : (exchange d *ᵥ v) p = v p.swap := by
      simp [Matrix.mulVec, dotProduct, exchange]
    simp only [para, Matrix.smul_mulVec, Matrix.sub_mulVec, Matrix.one_mulVec,
      Pi.smul_apply, Pi.sub_apply, hP, smul_eq_mul]
    ring
  constructor
  · intro h i j
    have h1 := e (i, j)
    rw [h, Prod.swap_prod_mk] at h1
    linear_combination 2 * h1
  · intro h
    ext ⟨i, j⟩
    rw [e, Prod.swap_prod_mk]
    linear_combination (-1 / 2) * h i j
```

Q: So the sectors are the right ones. Does the trace theorem cover arbitrary \(A\) and \(B\), or only spin components?

A: Arbitrary complex \(d\times d\) matrices, with no Hermiticity assumed. The symbol `⊗ₖ` is the Kronecker product, with `A` acting on the first label and `B` on the second. It is still a statement about product operators; a general two-spin operator is a sum of such products, and the trace is linear.

```lean
/-- The trace of a product operator `A ⊗ B` over the ortho or para sector is half the
product of the one-spin traces, plus or minus half the exchange term `tr (A B)`. -/
theorem sector_trace (A B : Matrix (Fin d) (Fin d) ℂ) :
    (ortho d * (A ⊗ₖ B)).trace = (A.trace * B.trace + (A * B).trace) / 2 ∧
      (para d * (A ⊗ₖ B)).trace = (A.trace * B.trace - (A * B).trace) / 2 := by
  -- the exchange term: swapped row labels link the two factors into one matrix product
  have hP : (exchange d * (A ⊗ₖ B)).trace = (A * B).trace := by
    calc (exchange d * (A ⊗ₖ B)).trace
        = ∑ p : Fin d × Fin d, A p.2 p.1 * B p.1 p.2 := by
          simp only [Matrix.trace, Matrix.diag_apply, exchange_mul_apply,
            Matrix.kroneckerMap_apply, Prod.fst_swap, Prod.snd_swap]
      _ = ∑ x : Fin d, ∑ y : Fin d, A y x * B x y := by
          rw [Fintype.sum_prod_type]
      _ = ∑ y : Fin d, ∑ x : Fin d, A y x * B x y := Finset.sum_comm
      _ = (A * B).trace := by
          simp only [Matrix.trace, Matrix.diag_apply, Matrix.mul_apply]
  constructor
  · rw [ortho, smul_mul_assoc, add_mul, one_mul, Matrix.trace_smul, Matrix.trace_add,
      Matrix.trace_kronecker, hP, smul_eq_mul]
    ring
  · rw [para, smul_mul_assoc, sub_mul, one_mul, Matrix.trace_smul, Matrix.trace_sub,
      Matrix.trace_kronecker, hP, smul_eq_mul]
    ring
```

The `calc` block is the exchange trace from before. Its first line applies the row swap, the second splits the sum over pairs into sums over `x` and `y`, the third changes the order of summation, and the last recognises the matrix product. Each sector trace is then expanded by linearity, with `Matrix.trace_kronecker` supplying \(\operatorname{tr}A\,\operatorname{tr}B\).

Q: Now the weights. The theorem gives a trace, but a statistical weight is a number of states.

A: For an idempotent the two agree. It acts as 1 on its range and as 0 on its kernel, so its trace is the dimension of its range, and the range consists of the fixed vectors that we have just identified. That link is ordinary linear algebra which I am adding; the theorem itself is about the traces.

```lean
/-- The ortho and para projectors of two nuclei with `d` spin states each have traces
`d (d + 1) / 2` and `d (d - 1) / 2`. -/
theorem spin_weights (d : ℕ) :
    (ortho d).trace = (d : ℂ) * (d + 1) / 2 ∧
      (para d).trace = (d : ℂ) * (d - 1) / 2 := by
  -- take both one-spin operators to be the identity
  have h := sector_trace (1 : Matrix (Fin d) (Fin d) ℂ) 1
  simp only [Matrix.one_kronecker_one, mul_one, Matrix.trace_one, Fintype.card_fin] at h
  constructor
  · rw [h.1]
    ring
  · rw [h.2]
    ring
```

The proof sets both one-spin operators to the identity. The formula also holds at the bottom of the range: for \(d=1\) the weights are 1 and 0, since a single spin state allows no antisymmetric function.

Q: Spectroscopists quote the ratio \((I+1)/I\) for nuclei of spin \(I\). Is that here?

A: Yes, as a proportion. A nucleus of spin \(I=n/2\) has \(d=2I+1=n+1\) states, so the weights are
\[
\operatorname{tr}\Pi_+=(2I+1)(I+1),\qquad \operatorname{tr}\Pi_-=(2I+1)\,I,
\]
and therefore \(I\,\operatorname{tr}\Pi_+=(I+1)\operatorname{tr}\Pi_-\).

```lean
/-- For two nuclei of spin `I = n / 2`, with `n + 1` spin states each, the ortho and para
weights are in the proportion `I + 1` to `I`. -/
theorem spin_weight_proportion (n : ℕ) :
    (n / 2 : ℂ) * (ortho (n + 1)).trace = (n / 2 + 1 : ℂ) * (para (n + 1)).trace := by
  rw [(spin_weights (n + 1)).1, (spin_weights (n + 1)).2]
  push_cast
  ring
```

The division `n / 2` takes place in the complex numbers, so odd `n` does give half-integer spin. Written as a product, the relation also includes \(I=0\), where the para weight vanishes and the ratio would have no meaning. The proof inserts the two weights and simplifies.

Q: What does this do for an actual spectrum?

A: In the rotational partition function of a diatomic with two identical nuclei in a singlet \(\Sigma\) electronic state, these numbers multiply the terms of the even and odd rotational levels, provided that the nuclear spin energy is neglected. Which parity gets which weight depends on whether the nuclei are bosons or fermions and on the symmetry of the electronic state; this spin-only model doesn't decide it.

Q: My last doubt is the largest. You claim a criterion for ortho-para conversion. In a real molecule, conversion involves the rotational state as well.

A: It does, and the criterion is narrower than that. It concerns an operator \(H\) acting on the two spins alone. The claim is that \(H\) has no matrix elements between the sectors exactly when \(PH=HP\). Expanding the two off-diagonal blocks gives
\[
\Pi_+H\Pi_-=\tfrac14(H+PH-HP-PHP),
\]
\[
\Pi_-H\Pi_+=\tfrac14(H-PH+HP-PHP).
\]
Their difference is \(\tfrac12(PH-HP)\), so if both blocks vanish, \(H\) commutes with \(P\). Conversely, if \(PH=HP\), then \(PHP=HP^2=H\), and every term in both blocks cancels.

Q: Which spin operators fail the test?

A: Those that treat the two nuclei differently. A magnetic field with different strengths at the two sites adds a term proportional to \(S_z\otimes 1-1\otimes S_z\), where \(S_z\) is the one-spin component along the field. For nonzero spin this term changes sign under exchange and couples the sectors. A uniform field acts through the sum instead, which commutes with \(P\).

```lean
/-- An operator on the two spins has no matrix elements between the ortho and para sectors
exactly when it commutes with the exchange operator. -/
theorem no_conversion_iff (H : Matrix (Fin d × Fin d) (Fin d × Fin d) ℂ) :
    (ortho d * H * para d = 0 ∧ para d * H * ortho d = 0) ↔
      exchange d * H = H * exchange d := by
  -- the two off-diagonal blocks, written out
  have h1 : ortho d * H * para d = (1 / 4 : ℂ) •
      (H + exchange d * H - H * exchange d - exchange d * H * exchange d) := by
    simp only [ortho, para, smul_mul_assoc, mul_smul_comm, add_mul, mul_sub,
      one_mul, mul_one]
    module
  have h2 : para d * H * ortho d = (1 / 4 : ℂ) •
      (H - exchange d * H + H * exchange d - exchange d * H * exchange d) := by
    simp only [ortho, para, smul_mul_assoc, mul_smul_comm, sub_mul, mul_add,
      one_mul, mul_one]
    module
  constructor
  · rintro ⟨ha, hb⟩
    -- their difference is half the commutator with the exchange operator
    have h3 : exchange d * H = H * exchange d +
        (2 : ℂ) • (ortho d * H * para d - para d * H * ortho d) := by
      rw [h1, h2]
      module
    rw [h3, ha, hb, sub_zero, smul_zero, add_zero]
  · intro h
    have h3 : exchange d * H * exchange d = H := by
      rw [h, mul_assoc, exchange_sq, mul_one]
    constructor
    · rw [h1, h3, h]
      module
    · rw [h2, h3, h]
      module

end

end OrthoParaSpinWeights
```

In the Lean proof, `h1` and `h2` are the two expanded blocks. The `h3` of the forward direction writes \(PH\) as \(HP\) plus twice the difference of the blocks, which are zero by assumption. The `h3` of the reverse direction is \(PHP=H\).

Q: Why ask for both blocks to vanish? For a Hamiltonian one would be enough.

A: For a Hermitian \(H\), yes, because \(P\) is real and symmetric and each block is then the adjoint of the other. The theorem admits any complex matrix \(H\), and there one block can vanish without the other.

Q: Then I accept the spin part: the sectors are the right ones, the weights are right, and the coupling criterion is exact for operators on the spins. Rates of conversion are another matter.

A: They are. A rate needs the size of the coupling, the rotational energies and the surroundings, and none of these enters here.

```lean
#print axioms OrthoParaSpinWeights.ortho_fixed_iff
#print axioms OrthoParaSpinWeights.para_fixed_iff
#print axioms OrthoParaSpinWeights.spin_weight_proportion
#print axioms OrthoParaSpinWeights.no_conversion_iff
```

```
'OrthoParaSpinWeights.ortho_fixed_iff' depends on axioms: [propext, Classical.choice, Quot.sound]
'OrthoParaSpinWeights.para_fixed_iff' depends on axioms: [propext, Classical.choice, Quot.sound]
'OrthoParaSpinWeights.spin_weight_proportion' depends on axioms: [propext, Classical.choice, Quot.sound]
'OrthoParaSpinWeights.no_conversion_iff' depends on axioms: [propext, Classical.choice, Quot.sound]
```
